# With an invertible block D, the scattering matrix is unitary exactly when the transfer matrix conserves flux

A wave meets a scatterer in a waveguide or a quantum wire. On each side there are right-moving and left-moving amplitudes. A transfer matrix $M$ takes the amplitudes on the left to those on the right, which suits scatterers in series, since their matrices multiply. A scattering matrix $S$ takes incoming amplitudes to outgoing ones. When the squared moduli of the amplitudes are currents, conservation of current makes it unitary. Both describe the same scatterer, so which condition on $M$ expresses the unitarity of $S$?

## Amplitudes and flux

Let there be finitely many channels, labelled by `n`, the same on both sides. Write $l_1,l_2$ for the right- and left-moving amplitudes on the left, and $r_1,r_2$ for those on the right. Each is a vector with one entry per channel, and

$$\begin{pmatrix} r_1\\ r_2\end{pmatrix}=M\begin{pmatrix} l_1\\ l_2\end{pmatrix},\qquad M=\begin{pmatrix}A&B\\C&D\end{pmatrix}.$$

```lean
import Mathlib

open Matrix
open scoped ComplexOrder

namespace TransferScattering

noncomputable section

variable {n : Type*} [Fintype n] [DecidableEq n]
```

Amplitudes are normalised so that their squared moduli are currents; channels with different velocities have the velocity factors absorbed. All channels propagate, so evanescent waves are not described. The net current to the right on the left side is then $|l_1|^2-|l_2|^2$, the quadratic form of $Z=\mathrm{diag}(1,-1)$, where each entry stands for an $n\times n$ block. The index type `n ⊕ n` holds the right-moving channels first and the left-moving ones second.

```lean
/-- The flux metric `Z`: right-moving channels count `+1`, left-moving channels `-1`. -/
def fluxMetric (n : Type*) [DecidableEq n] : Matrix (n ⊕ n) (n ⊕ n) ℂ :=
  fromBlocks 1 0 0 (-1)
```

The current is the same on both sides for every choice of amplitudes exactly when $M^\dagger ZM=Z$. The dagger is Lean's `ᴴ`, the conjugate transpose.

```lean
/-- A transfer matrix conserves flux when `Mᴴ Z M = Z`. -/
def ConservesFlux (M : Matrix (n ⊕ n) (n ⊕ n) ℂ) : Prop :=
  Mᴴ * fluxMetric n * M = fluxMetric n
```

## From transfer to scattering

The incoming waves are $l_1$ and $r_2$. Since $r_2=Cl_1+Dl_2$, they are obtained from the left amplitudes by

$$P=\begin{pmatrix}1&0\\C&D\end{pmatrix}.$$

```lean
/-- The map from the amplitudes on the left of the scatterer to the incoming amplitudes. -/
def incoming (C D : Matrix n n ℂ) : Matrix (n ⊕ n) (n ⊕ n) ℂ :=
  fromBlocks 1 0 C D
```

The outgoing waves are $l_2$ and $r_1=Al_1+Bl_2$, obtained from the same amplitudes by

$$Q=\begin{pmatrix}0&1\\A&B\end{pmatrix}.$$

```lean
/-- The map from the amplitudes on the left of the scatterer to the outgoing amplitudes. -/
def outgoing (A B : Matrix n n ℂ) : Matrix (n ⊕ n) (n ⊕ n) ℂ :=
  fromBlocks 0 1 A B
```

If $D$ is invertible, the equation for $r_2$ gives $l_2=-D^{-1}Cl_1+D^{-1}r_2$. Substituting this in $r_1$ gives

$$S=\begin{pmatrix}-D^{-1}C&D^{-1}\\A-BD^{-1}C&BD^{-1}\end{pmatrix}.$$

The diagonal blocks describe reflection and the off-diagonal blocks transmission. In the definition, `D` has type `(Matrix n n ℂ)ˣ`: it is a matrix supplied together with its inverse.

```lean
/-- The scattering matrix built from the blocks of a transfer matrix whose block `D`
is invertible. -/
def scattering (A B C : Matrix n n ℂ) (D : (Matrix n n ℂ)ˣ) :
    Matrix (n ⊕ n) (n ⊕ n) ℂ :=
  fromBlocks (-((D⁻¹ : (Matrix n n ℂ)ˣ) * C : Matrix n n ℂ)) (D⁻¹ : (Matrix n n ℂ)ˣ)
    (A - B * ((D⁻¹ : (Matrix n n ℂ)ˣ) * C : Matrix n n ℂ))
    (B * ((D⁻¹ : (Matrix n n ℂ)ˣ) : Matrix n n ℂ))
```

Multiplying out $SP$, the first row is $-D^{-1}C+D^{-1}C=0$ and $D^{-1}D=1$. The second is $A-BD^{-1}C+BD^{-1}C=A$ and $BD^{-1}D=B$. Hence $SP=Q$. The proof performs this block multiplication and uses $D^{-1}D=1$.

```lean
/-- The scattering matrix turns incoming amplitudes into outgoing amplitudes. -/
theorem scattering_mul_incoming (A B C : Matrix n n ℂ) (D : (Matrix n n ℂ)ˣ) :
    scattering A B C D * incoming C (D : Matrix n n ℂ) = outgoing A B := by
  have h : ((D⁻¹ : (Matrix n n ℂ)ˣ) : Matrix n n ℂ) * (D : Matrix n n ℂ) = 1 := D.inv_mul
  simp only [scattering, incoming, outgoing, fromBlocks_multiply, Matrix.mul_assoc, h,
    Matrix.mul_one, Matrix.mul_zero, zero_add, neg_add_cancel, sub_add_cancel]
```

## Balancing the currents

Add the incoming intensity $|l_1|^2+|r_2|^2$ to the current on the right, $|r_1|^2-|r_2|^2$. The result is $|l_1|^2+|r_1|^2$. Adding the outgoing intensity $|l_2|^2+|r_1|^2$ to the current on the left, $|l_1|^2-|l_2|^2$, gives the same. As matrices,

$$M^\dagger ZM+P^\dagger P=\begin{pmatrix}1+A^\dagger A&A^\dagger B\\B^\dagger A&B^\dagger B\end{pmatrix}=Q^\dagger Q+Z.$$

This identity needs neither flux conservation nor an invertible $D$. Lean expands the blocks and compares them one by one, with `abel` cancelling the terms in $C$ and $D$.

```lean
/-- Flux bookkeeping: the change of flux across the scatterer equals outgoing minus
incoming intensity, written without subtraction. -/
theorem flux_balance (A B C D : Matrix n n ℂ) :
    (fromBlocks A B C D)ᴴ * fluxMetric n * fromBlocks A B C D
        + (incoming C D)ᴴ * incoming C D
      = (outgoing A B)ᴴ * outgoing A B + fluxMetric n := by
  simp only [fluxMetric, incoming, outgoing, fromBlocks_conjTranspose, fromBlocks_multiply,
    fromBlocks_add, conjTranspose_zero, conjTranspose_one, Matrix.mul_one,
    Matrix.mul_zero, Matrix.mul_neg, Matrix.neg_mul, zero_add, add_zero]
  congr 1 <;> abel
```

Inserting $Q=SP$ turns the balance into

$$M^\dagger ZM-Z=P^\dagger(S^\dagger S-1)P.$$

If $S^\dagger S=1$, the right side vanishes and $M^\dagger ZM=Z$. Conversely, if the left side vanishes and $P$ is invertible, then $P^\dagger$ and $P$ can be cancelled, leaving $S^\dagger S=1$. For a finite square matrix this is unitarity.

The lemma states the argument for any square matrices with these relations. Its two bullets are the two directions, and the last line cancels $P^\dagger$ on the left and $P$ on the right.

```lean
/-- For square complex matrices with `S * P = Q`, `P` invertible and `Mᴴ Z M + Pᴴ P = Qᴴ Q + Z`, the
matrix `S` is unitary exactly when `Mᴴ Z M = Z`. -/
theorem unitary_iff_of_balance {k : Type*} [Fintype k] [DecidableEq k]
    {P Q S M Z : Matrix k k ℂ} (hP : IsUnit P) (hS : S * P = Q)
    (hb : Mᴴ * Z * M + Pᴴ * P = Qᴴ * Q + Z) :
    S ∈ unitaryGroup k ℂ ↔ Mᴴ * Z * M = Z := by
  have hQ : Qᴴ * Q = Pᴴ * (Sᴴ * S) * P := by
    rw [← hS, conjTranspose_mul]
    simp only [Matrix.mul_assoc]
  rw [hQ] at hb
  rw [mem_unitaryGroup_iff', star_eq_conjTranspose]
  constructor
  · intro h
    rw [h, Matrix.mul_one] at hb
    exact add_right_cancel (hb.trans (add_comm _ _))
  · intro h
    rw [h, add_comm] at hb
    have h1 : Pᴴ * (Sᴴ * S) * P = Pᴴ * 1 * P := by
      rw [Matrix.mul_one]
      exact (add_right_cancel hb).symm
    -- cancel the invertible map to the incoming amplitudes on both sides
    have hPs : IsUnit Pᴴ := hP.star
    exact hPs.mul_left_cancel (hP.mul_right_cancel h1)
```

For the scattering problem, $P$ is block triangular with $\det P=\det D$, so it is invertible when $D$ is. Together with $SP=Q$ and the current balance, this gives the multichannel equivalence: `scattering A B C D` belongs to the unitary group if and only if the matrix with blocks $A,B,C,D$ conserves flux.

```lean
/-- For finitely many channels and a transfer matrix whose block `D` is invertible, the scattering
matrix is unitary if and only if the transfer matrix conserves flux. -/
theorem scattering_unitary_iff (A B C : Matrix n n ℂ) (D : (Matrix n n ℂ)ˣ) :
    scattering A B C D ∈ unitaryGroup (n ⊕ n) ℂ ↔
      ConservesFlux (fromBlocks A B C (D : Matrix n n ℂ)) := by
  have hP : IsUnit (incoming C (D : Matrix n n ℂ)) := by
    rw [isUnit_iff_isUnit_det, incoming, det_fromBlocks_zero₁₂, det_one, one_mul]
    exact (isUnit_iff_isUnit_det _).1 D.isUnit
  exact unitary_iff_of_balance hP (scattering_mul_incoming A B C D) (flux_balance A B C D)
```

## Flux conservation makes D invertible

The invertibility of $D$ need not be checked separately once flux is known to be conserved. The lower right block of $M^\dagger ZM=Z$ reads $B^\dagger B-D^\dagger D=-1$, so

$$D^\dagger D=1+B^\dagger B.$$

For any vector $x$ this gives $|Dx|^2=|x|^2+|Bx|^2\ge|x|^2$, and $D$ has no kernel. In Lean the same fact appears as positive definiteness of $1+B^\dagger B$, which makes $D^\dagger D$ invertible; determinants then pass the property to $D$.

```lean
/-- Flux conservation forces the block `D` of the transfer matrix to be invertible. -/
theorem isUnit_of_conservesFlux {A B C D : Matrix n n ℂ}
    (h : ConservesFlux (fromBlocks A B C D)) : IsUnit D := by
  simp only [ConservesFlux, fluxMetric, fromBlocks_conjTranspose, fromBlocks_multiply,
    Matrix.mul_one, Matrix.mul_zero, Matrix.mul_neg, Matrix.neg_mul, zero_add, add_zero,
    fromBlocks_inj] at h
  have hD : Dᴴ * D = 1 + Bᴴ * B := by
    have h4 := h.2.2.2
    calc Dᴴ * D = Bᴴ * B - (Bᴴ * B + -(Dᴴ * D)) := by abel
      _ = 1 + Bᴴ * B := by rw [h4]; abel
  -- the right-hand side is positive definite, hence invertible
  have hu : IsUnit (Dᴴ * D) := by
    rw [hD]
    exact (PosDef.one.add_posSemidef (posSemidef_conjTranspose_mul_self B)).isUnit
  rw [isUnit_iff_isUnit_det, det_mul] at hu
  exact (isUnit_iff_isUnit_det D).2 (isUnit_of_mul_isUnit_right hu)
```

Now put two scatterers in series, $M_1$ on the left and $M_2$ on the right. Their combined transfer matrix is $M_2M_1$, and

$$(M_2M_1)^\dagger Z(M_2M_1)=M_1^\dagger(M_2^\dagger ZM_2)M_1=M_1^\dagger ZM_1=Z.$$

The product conserves flux, so its lower right block is invertible and its scattering matrix is unitary. In the theorem, `toBlocks₂₂` extracts that block, and the existential statement supplies it as an invertible matrix. Any propagation between the scatterers is to be included in $M_1$ or $M_2$, or shared between them.

```lean
/-- Two flux-conserving scatterers in series have an invertible block `D` in their combined
transfer matrix, and the combined scattering matrix is unitary. -/
theorem cascade_unitary {M₁ M₂ : Matrix (n ⊕ n) (n ⊕ n) ℂ}
    (h₁ : ConservesFlux M₁) (h₂ : ConservesFlux M₂) :
    ∃ D : (Matrix n n ℂ)ˣ, (D : Matrix n n ℂ) = (M₂ * M₁).toBlocks₂₂ ∧
      scattering (M₂ * M₁).toBlocks₁₁ (M₂ * M₁).toBlocks₁₂ (M₂ * M₁).toBlocks₂₁ D
        ∈ unitaryGroup (n ⊕ n) ℂ := by
  have h : ConservesFlux (M₂ * M₁) := by
    unfold ConservesFlux at *
    calc (M₂ * M₁)ᴴ * fluxMetric n * (M₂ * M₁)
        = M₁ᴴ * (M₂ᴴ * fluxMetric n * M₂) * M₁ := by
          rw [conjTranspose_mul]
          simp only [Matrix.mul_assoc]
      _ = fluxMetric n := by rw [h₂, h₁]
  rw [← fromBlocks_toBlocks (M₂ * M₁)] at h
  obtain ⟨D, hD⟩ := isUnit_of_conservesFlux h
  refine ⟨D, hD, (scattering_unitary_iff _ _ _ D).2 ?_⟩
  rw [hD]
  exact h
```

For coherent, non-interacting transport through finitely many propagating channels, the test $M^\dagger ZM=Z$ can therefore replace a test of unitarity in exact arithmetic.

## One channel

With a single channel the blocks are complex numbers, and for $d\ne0$

$$S=\begin{pmatrix}-c/d&1/d\\(ad-bc)/d&b/d\end{pmatrix}.$$

The first part of the next theorem says that this matrix describes the same scattering as $M$. The relation $r_2=cl_1+dl_2$ is equivalent to $l_2=-(c/d)l_1+r_2/d$, and under it

$$r_1=al_1+bl_2=\frac{ad-bc}{d}\,l_1+\frac bd\,r_2.$$

Lean checks both directions by substitution, clearing denominators with `field_simp`. The second part is the equivalence between unitarity of $S$ and $M^\dagger ZM=Z$. It applies the cancellation lemma to

$$P=\begin{pmatrix}1&0\\c&d\end{pmatrix},\qquad Q=\begin{pmatrix}0&1\\a&b\end{pmatrix}.$$

The three remaining goals are that $P$ is invertible, because $\det P=d$, that $SP=Q$, and that the currents balance; the last two are checked entry by entry.

```lean
/-- One channel with `d ≠ 0`: the matrix `S` relates outgoing to incoming amplitudes exactly
when `M` relates right to left amplitudes, and `S` is unitary if and only if `Mᴴ Z M = Z`. -/
theorem single_channel (a b c d : ℂ) (hd : d ≠ 0) :
    (∀ l₁ l₂ r₁ r₂ : ℂ, ![r₁, r₂] = !![a, b; c, d] *ᵥ ![l₁, l₂] ↔
      ![l₂, r₁] = !![-c / d, 1 / d; (a * d - b * c) / d, b / d] *ᵥ ![l₁, r₂]) ∧
    (!![-c / d, 1 / d; (a * d - b * c) / d, b / d] ∈ unitaryGroup (Fin 2) ℂ ↔
      !![a, b; c, d]ᴴ * !![1, 0; 0, -1] * !![a, b; c, d] = !![1, 0; 0, -1]) := by
  constructor
  · intro l₁ l₂ r₁ r₂
    simp only [funext_iff, Fin.forall_fin_two, Matrix.mulVec, dotProduct, Fin.sum_univ_two,
      Matrix.of_apply, Matrix.cons_val_zero, Matrix.cons_val_one]
    constructor
    · rintro ⟨h1, h2⟩
      rw [h1, h2]
      constructor <;> field_simp <;> ring
    · rintro ⟨h1, h2⟩
      have h3 : r₂ = c * l₁ + d * l₂ := by
        rw [h1]
        field_simp
        ring
      refine ⟨?_, h3⟩
      rw [h2, h3]
      field_simp
      ring
  · refine unitary_iff_of_balance (P := !![1, 0; c, d]) (Q := !![0, 1; a, b]) ?_ ?_ ?_
    · rw [isUnit_iff_isUnit_det, det_fin_two_of]
      simp [hd]
    · ext i j
      fin_cases i <;> fin_cases j <;>
        simp [Matrix.mul_apply, Fin.sum_univ_two, hd] <;> field_simp <;> ring
    · ext i j
      fin_cases i <;> fin_cases j <;>
        simp [Matrix.mul_apply, Fin.sum_univ_two]
      ring
```

If $d=0$, no scattering matrix exists: $l_1=0$, $l_2=1$ then gives $r_2=0$, so both incoming amplitudes vanish while the outgoing amplitude $l_2$ does not. For example, take

$$M=\begin{pmatrix}0&1\\1&0\end{pmatrix},$$

so that $r_1=l_2$ and $r_2=l_1$. The choice $l_1=0$, $l_2=1$ gives $r_1=1$, $r_2=0$. Both incoming amplitudes $l_1,r_2$ vanish, while both outgoing amplitudes equal one, and no linear map takes zero to a nonzero vector. This $M$ does not conserve flux: $M^\dagger ZM=-Z$.

## A point scatterer

A potential $g\,\delta(x)$ acting on a particle of mass $m$ and wave number $k>0$ gives a concrete case. The wave function is continuous at the origin, so $r_1+r_2=l_1+l_2$. Its derivative jumps by $2mg/\hbar^2$ times its value there. With $\beta=mg/(\hbar^2k)$ this reads

$$r_1-r_2=l_1-l_2-2i\beta(l_1+l_2).$$

Solving the two equations gives

$$M=\begin{pmatrix}1-i\beta&-i\beta\\i\beta&1+i\beta\end{pmatrix}.$$

For real $\beta$, the diagonal entries of $M^\dagger ZM$ are $(1+\beta^2)-\beta^2=1$ and $\beta^2-(1+\beta^2)=-1$. The upper off-diagonal entry is $(1+i\beta)(-i\beta)-(-i\beta)(1+i\beta)=0$, and the lower one is its complex conjugate. The theorem starts from this matrix, not from the Schrödinger equation, and verifies the four entries. The type `β : ℝ` expresses a real potential, one that neither absorbs nor emits particles.

```lean
/-- The transfer matrix of a point scatterer of real strength `β` satisfies `Mᴴ Z M = Z`. -/
theorem point_scatterer_witness (β : ℝ) :
    !![1 - Complex.I * β, -(Complex.I * β); Complex.I * β, 1 + Complex.I * β]ᴴ
        * !![1, 0; 0, -1]
        * !![1 - Complex.I * β, -(Complex.I * β); Complex.I * β, 1 + Complex.I * β]
      = !![1, 0; 0, -1] := by
  ext i j
  fin_cases i <;> fin_cases j <;>
    simp [Matrix.mul_apply, Fin.sum_univ_two] <;> ring

end

end TransferScattering
```

```lean
#print axioms TransferScattering.scattering_unitary_iff
#print axioms TransferScattering.cascade_unitary
#print axioms TransferScattering.single_channel
```

```
'TransferScattering.scattering_unitary_iff' depends on axioms: [propext, Classical.choice, Quot.sound]
'TransferScattering.cascade_unitary' depends on axioms: [propext, Classical.choice, Quot.sound]
'TransferScattering.single_channel' depends on axioms: [propext, Classical.choice, Quot.sound]
```
